# Preparing a real one-particle orbital with n − 1 adjacent Givens rotations

For $n\ge 2$, every unit vector in $\mathbb R^n$ is mapped to the first basis vector by $n-1$ Givens rotations acting in turn on the adjacent coordinate pairs $(n-1,n),\dots,(1,2)$, and the reversed sequence with opposite angles prepares the vector from the first basis vector. If no component of the vector vanishes, no network of Givens rotations can prepare it from there with fewer than $n-1$ gates, even when the gates may act on arbitrary pairs.

```lean
import Mathlib

open Finset

namespace GivensLadder

noncomputable section

/-- A Givens rotation: two distinct orbitals `p`, `q` and a rotation angle. -/
structure Gate (n : ℕ) where
  p : Fin n
  q : Fin n
  ne : p ≠ q
  angle : ℝ

/-- The action of a Givens rotation on the amplitudes of a real one-particle orbital. -/
def Gate.act {n : ℕ} (g : Gate n) (v : Fin n → ℝ) : Fin n → ℝ := fun k =>
  if k = g.p then Real.cos g.angle * v g.p + Real.sin g.angle * v g.q
  else if k = g.q then -Real.sin g.angle * v g.p + Real.cos g.angle * v g.q
  else v k

/-- The rotation of the same two orbitals by the opposite angle. -/
def Gate.inv {n : ℕ} (g : Gate n) : Gate n := ⟨g.p, g.q, g.ne, -g.angle⟩

/-- The same rotation with both orbital labels raised by one. -/
def Gate.shift {n : ℕ} (g : Gate n) : Gate (n + 1) :=
  ⟨g.p.succ, g.q.succ, fun h => g.ne (Fin.succ_injective _ h), g.angle⟩

/-- Run a network of rotations; as in a matrix product, the rightmost gate acts first. -/
def run {n : ℕ} : List (Gate n) → (Fin n → ℝ) → (Fin n → ℝ)
  | [], v => v
  | g :: L, v => g.act (run L v)

/-- The network with the gates in reverse order and with opposite angles. -/
def inverse {n : ℕ} (L : List (Gate n)) : List (Gate n) := (L.map Gate.inv).reverse

/-- The rotation by angle `t` of the adjacent orbitals `k` and `k + 1`. -/
def adjacent {m : ℕ} (k : Fin m) (t : ℝ) : Gate (m + 1) :=
  ⟨k.castSucc, k.succ, by simp [Fin.ext_iff], t⟩

/-- The Givens ladder on `m + 1` orbitals: one rotation for each adjacent pair,
acting first on the last pair and finally on the first pair. -/
def ladder {m : ℕ} (θ : Fin m → ℝ) : List (Gate (m + 1)) :=
  (List.finRange m).map fun k => adjacent k (θ k)

/-- The set of orbitals on which a vector has nonzero amplitude. -/
def support {n : ℕ} (v : Fin n → ℝ) : Finset (Fin n) := univ.filter fun k => v k ≠ 0

/-- Any two real amplitudes have polar coordinates with a nonnegative radius. -/
theorem exists_angle (a b : ℝ) :
    ∃ t r : ℝ, 0 ≤ r ∧ a = r * Real.cos t ∧ b = r * Real.sin t :=
  ⟨Complex.arg ⟨a, b⟩, ‖(⟨a, b⟩ : ℂ)‖, norm_nonneg _,
    (Complex.norm_mul_cos_arg ⟨a, b⟩).symm, (Complex.norm_mul_sin_arg ⟨a, b⟩).symm⟩

/-- A Givens rotation is undone by the rotation with the opposite angle. -/
theorem inv_act {n : ℕ} (g : Gate n) (v : Fin n → ℝ) : g.inv.act (g.act v) = v := by
  obtain ⟨p, q, h, t⟩ := g
  have hqp : ¬ q = p := fun e => h e.symm
  funext k
  simp only [Gate.act, Gate.inv, Real.cos_neg, Real.sin_neg]
  by_cases hp : k = p
  · simp only [hp, hqp, eq_self, if_true, if_false]
    linear_combination v p * Real.sin_sq_add_cos_sq t
  · by_cases hq : k = q
    · simp only [hq, hqp, eq_self, if_true, if_false]
      linear_combination v q * Real.sin_sq_add_cos_sq t
    · simp only [hp, hq, if_false]

/-- Running a network and then its inverse restores every vector. -/
theorem run_inverse {n : ℕ} (L : List (Gate n)) (v : Fin n → ℝ) :
    run (inverse L) (run L v) = v := by
  have run_append : ∀ (A B : List (Gate n)) (w : Fin n → ℝ),
      run (A ++ B) w = run A (run B w) := by
    intro A B w
    induction A with
    | nil => rfl
    | cons g A ih => simp only [List.cons_append, run, ih]
  induction L with
  | nil => rfl
  | cons g L ih =>
    rw [show inverse (g :: L) = inverse L ++ [g.inv] by simp [inverse], run_append]
    change run (inverse L) (g.inv.act (g.act (run L v))) = v
    rw [inv_act, ih]

/-- A network shifted by one orbital leaves the first amplitude alone and acts on the
remaining amplitudes as the original network does. -/
theorem run_shift {n : ℕ} (L : List (Gate n)) (v : Fin (n + 1) → ℝ) :
    run (L.map Gate.shift) v 0 = v 0 ∧
      ∀ k : Fin n, run (L.map Gate.shift) v k.succ = run L (fun j => v j.succ) k := by
  induction L with
  | nil => exact ⟨rfl, fun _ => rfl⟩
  | cons g L ih =>
    obtain ⟨h0, hs⟩ := ih
    constructor
    · simp only [List.map_cons, run, Gate.act, Gate.shift]
      rw [if_neg (Fin.succ_ne_zero _).symm, if_neg (Fin.succ_ne_zero _).symm, h0]
    · intro k
      simp only [List.map_cons, run, Gate.act, Gate.shift, Fin.succ_inj, hs]

/-- A ladder is the ladder on all orbitals but the first, followed by a rotation of the
first two orbitals. -/
theorem ladder_cons {m : ℕ} (t : ℝ) (θ : Fin m → ℝ) :
    ladder (Fin.cons t θ : Fin (m + 1) → ℝ) =
      adjacent 0 t :: (ladder θ).map Gate.shift := by
  simp only [ladder, List.finRange_succ, List.map_cons, List.map_map]
  rfl

/-- A suitable ladder gathers all amplitudes in the first orbital, preserving the sum of
squares; with at least one rotation the resulting amplitude is nonnegative. -/
theorem ladder_gathers (m : ℕ) (v : Fin (m + 1) → ℝ) :
    ∃ (θ : Fin m → ℝ) (r : ℝ), r ^ 2 = ∑ k, v k ^ 2 ∧ (1 ≤ m → 0 ≤ r) ∧
      run (ladder θ) v = Pi.single 0 r := by
  induction m with
  | zero =>
    refine ⟨fun _ => 0, v 0, by simp, fun h => absurd h (by norm_num), ?_⟩
    funext k
    have hk : k = 0 := Fin.fin_one_eq_zero k
    subst hk
    simp [ladder, run]
  | succ m ih =>
    -- gather the tail in the second orbital, then rotate it into the first
    obtain ⟨θ, s, hs, -, h⟩ := ih (fun j => v j.succ)
    have hs' : s ^ 2 = ∑ j : Fin (m + 1), v j.succ ^ 2 := hs
    obtain ⟨t, r, hr, ha, hb⟩ := exists_angle (v 0) s
    refine ⟨Fin.cons t θ, r, ?_, fun _ => hr, ?_⟩
    · rw [Fin.sum_univ_succ, ← hs']
      linear_combination -(v 0 + r * Real.cos t) * ha - (s + r * Real.sin t) * hb
        - r ^ 2 * Real.sin_sq_add_cos_sq t
    · rw [ladder_cons]
      obtain ⟨hw0, hw⟩ := run_shift (ladder θ) v
      rw [h] at hw
      change (adjacent 0 t).act (run ((ladder θ).map Gate.shift) v) = _
      generalize run ((ladder θ).map Gate.shift) v = w at hw0 hw ⊢
      have hs1 : w (Fin.succ 0) = s := by rw [hw]; simp
      have h0 : w (adjacent (0 : Fin (m + 1)) t).p = v 0 := hw0
      have h1 : w (adjacent (0 : Fin (m + 1)) t).q = s := hs1
      have ht : (adjacent (0 : Fin (m + 1)) t).angle = t := rfl
      funext k
      simp only [Gate.act]
      rw [h0, h1, ht]
      induction k using Fin.cases with
      | zero =>
        rw [if_pos (show (0 : Fin (m + 1 + 1)) = (adjacent (0 : Fin (m + 1)) t).p from rfl),
          Pi.single_eq_same]
        linear_combination Real.cos t * ha + Real.sin t * hb
          + r * Real.sin_sq_add_cos_sq t
      | succ j =>
        have hz : (Pi.single 0 r : Fin (m + 1 + 1) → ℝ) j.succ = 0 := by
          simp [Fin.succ_ne_zero]
        rw [if_neg (show ¬ j.succ = (adjacent (0 : Fin (m + 1)) t).p from
          Fin.succ_ne_zero j), hz]
        by_cases hj : j = 0
        · rw [if_pos (show j.succ = (adjacent (0 : Fin (m + 1)) t).q from
            congrArg Fin.succ hj)]
          linear_combination -Real.sin t * ha + Real.cos t * hb
        · rw [if_neg (show ¬ j.succ = (adjacent (0 : Fin (m + 1)) t).q from
            fun e => hj (Fin.succ_injective _ e)), hw]
          simp [hj]

/-- Every real unit vector on `m + 1 ≥ 2` orbitals is mapped to the first basis vector by
a ladder of exactly `m` Givens rotations on adjacent orbitals. -/
theorem ladder_to_first {m : ℕ} (hm : 1 ≤ m) (x : Fin (m + 1) → ℝ)
    (hx : ∑ k, x k ^ 2 = 1) :
    ∃ θ : Fin m → ℝ, (ladder θ).length = m ∧ run (ladder θ) x = Pi.single 0 1 := by
  obtain ⟨θ, r, hr2, hr, h⟩ := ladder_gathers m x
  have hr0 := hr hm
  have hr1 : r = 1 := by
    have hf : (r - 1) * (r + 1) = 0 := by linear_combination hr2 + hx
    rcases mul_eq_zero.mp hf with h' | h' <;> linarith
  exact ⟨θ, by simp [ladder], by rw [h, hr1]⟩

/-- Every normalised real orbital on `m + 1 ≥ 2` basis orbitals is prepared from the first
one by an inverse ladder of `m` adjacent Givens rotations. -/
theorem ladder_prepares {m : ℕ} (hm : 1 ≤ m) (x : Fin (m + 1) → ℝ)
    (hx : ∑ k, x k ^ 2 = 1) :
    ∃ θ : Fin m → ℝ, (inverse (ladder θ)).length = m ∧
      run (inverse (ladder θ)) (Pi.single 0 1) = x := by
  obtain ⟨θ, hl, h⟩ := ladder_to_first hm x hx
  exact ⟨θ, by simp [inverse, hl], by rw [← h, run_inverse]⟩

/-- One Givens rotation raises the number of orbitals with nonzero amplitude by at most
one. -/
theorem card_support_act {n : ℕ} (g : Gate n) (v : Fin n → ℝ) :
    (support (g.act v)).card ≤ (support v).card + 1 := by
  have aux : ∀ i, (∀ k, k ≠ i → g.act v k ≠ 0 → v k ≠ 0) →
      (support (g.act v)).card ≤ (support v).card + 1 := by
    intro i h
    refine (card_le_card (t := insert i (support v)) fun k hk => ?_).trans
      (card_insert_le _ _)
    simp only [support, mem_insert, mem_filter, mem_univ, true_and] at hk ⊢
    by_cases hki : k = i
    · exact Or.inl hki
    · exact Or.inr (h k hki hk)
  by_cases hp : v g.p = 0
  · -- no amplitude other than the one on `p` can change from zero to nonzero
    by_cases hq : v g.q = 0
    · refine aux g.p fun k h1 hk h0 => hk ?_
      simp [Gate.act, h1, hp, hq, h0]
    · refine aux g.p fun k h1 hk h0 => hk ?_
      have h2 : k ≠ g.q := fun e => hq (e ▸ h0)
      simp [Gate.act, h1, h2, h0]
  · refine aux g.q fun k h2 hk h0 => hk ?_
    have h1 : k ≠ g.p := fun e => hp (e ▸ h0)
    simp [Gate.act, h1, h2, h0]

/-- Any network of Givens rotations, on arbitrary pairs, that prepares from the first of
`m + 1` orbitals a vector without vanishing amplitudes has at least `m` rotations. -/
theorem ladder_optimal {m : ℕ} (L : List (Gate (m + 1))) (x : Fin (m + 1) → ℝ)
    (hx : ∀ k, x k ≠ 0) (h : run L (Pi.single 0 1) = x) : m ≤ L.length := by
  have grow : ∀ (A : List (Gate (m + 1))) (v : Fin (m + 1) → ℝ),
      (support (run A v)).card ≤ (support v).card + A.length := by
    intro A v
    induction A with
    | nil => simp [run]
    | cons g A ih =>
      have hg := card_support_act g (run A v)
      simp only [run, List.length_cons]
      omega
  have h1 : support (Pi.single 0 1 : Fin (m + 1) → ℝ) = {0} := by
    ext k
    simp [support, Pi.single_apply]
  have h2 : support x = univ := by
    ext k
    simp [support, hx k]
  have h3 := grow L (Pi.single 0 1)
  rw [h, h1, h2, card_singleton, card_univ, Fintype.card_fin] at h3
  omega

end

end GivensLadder
```

```lean
#print axioms GivensLadder.ladder_prepares
#print axioms GivensLadder.ladder_optimal
```

```
'GivensLadder.ladder_prepares' depends on axioms: [propext, Classical.choice, Quot.sound]
'GivensLadder.ladder_optimal' depends on axioms: [propext, Classical.choice, Quot.sound]
```

## Three theorems about ladders

The file writes $n=m+1$ and counts orbitals from $0$ to $m$, so the pairs become $(m-1,m),\dots,(0,1)$. The first basis vector $e_0$ is `Pi.single 0 1`.

- `ladder_to_first`: if $m\ge 1$ and $\sum_k x_k^2=1$, there are angles $\theta_0,\dots,\theta_{m-1}$ for which the ladder has $m$ gates and sends $x$ to $e_0$.
- `ladder_prepares`: under the same hypotheses there are angles for which the inverse ladder, again with $m$ gates, sends $e_0$ to $x$.
- `ladder_optimal`: if any list of Givens rotations sends $e_0$ to a vector $x$ with all $x_k\ne 0$, the list has at least $m$ entries.

The condition $m\ge1$ in the first two theorems is a matter of sign. On a single orbital the unit vectors are $+1$ and $-1$, and an empty network cannot turn one into the other. Both describe the same physical state, but the theorems are about vectors, sign included.

## Orbitals, gates and the order of action

A vector `v : Fin n → ℝ` holds the real amplitudes of one particle in $n$ basis orbitals, which are understood to be orthonormal, so that $\sum_k x_k^2=1$ is the normalisation of the state. A `Gate` consists of two distinct orbitals $p,q$ and an angle $t$. By `Gate.act` it changes only two amplitudes:

$$v_p\mapsto \cos t\,v_p+\sin t\,v_q,\qquad v_q\mapsto -\sin t\,v_p+\cos t\,v_q .$$

A network is a list of gates, and `run` lets the rightmost gate act first, as in a matrix product. The list `ladder θ` contains the gates on $(0,1),(1,2),\dots,(m-1,m)$ in this written order, with angle $\theta_k$ on the pair $(k,k+1)$. The pair $(m-1,m)$ is therefore rotated first and $(0,1)$ last. `inverse` reverses the list and negates the angles, so preparation starts on $(0,1)$ and passes the amplitude down the chain.

Consecutive gates of the ladder share an orbital and are carried out one after another, which gives a depth of $m$, linear in the number of orbitals. The theorems themselves count gates, and `ladder_optimal` is a bound on that count, not on depth.

In quantum algorithms for chemistry, Givens networks carry out changes of orbital basis; the result here covers the preparation of a single real orbital by ideal rotations. Complex amplitudes, Slater determinants of several electrons, the encoding into qubits and gate errors are not modelled.

## Gathering the amplitude from the far end

Let $x$ be a unit vector with $m\ge1$, and put $r_m=x_m$. For $k=m-1,\dots,0$ in turn, write the pair $(x_k,r_{k+1})$ in polar coordinates with $r_k\ge0$:

$$x_k=r_k\cos\theta_k,\qquad r_{k+1}=r_k\sin\theta_k .$$

When the gate on $(k,k+1)$ is about to act, orbital $k$ still carries $x_k$, orbital $k+1$ carries $r_{k+1}$, and all later orbitals are empty. The gate with angle $\theta_k$ produces

$$\cos\theta_k\,x_k+\sin\theta_k\,r_{k+1}=r_k(\cos^2\theta_k+\sin^2\theta_k)=r_k,$$
$$-\sin\theta_k\,x_k+\cos\theta_k\,r_{k+1}=r_k(-\sin\theta_k\cos\theta_k+\cos\theta_k\sin\theta_k)=0 .$$

Orbital $k+1$ is now empty as well, and $r_k^2=x_k^2+r_{k+1}^2$. After the last gate only orbital $0$ is occupied, with $r_0^2=\sum_k x_k^2=1$. Since $r_0\ge0$, it follows that $r_0=1$, and the vector is $e_0$.

For the way back, apply the rotation by $-t$ after the rotation by $t$. On orbital $p$ this gives

$$\cos t(\cos t\,v_p+\sin t\,v_q)-\sin t(-\sin t\,v_p+\cos t\,v_q)=v_p,$$

and on orbital $q$

$$\sin t(\cos t\,v_p+\sin t\,v_q)+\cos t(-\sin t\,v_p+\cos t\,v_q)=v_q .$$

Undoing the gates one at a time, the most recent first, turns $e_0$ back into $x$.

## The same argument as an induction

The Lean proof treats the whole tail of the vector at once. `exists_angle` supplies the polar coordinates, taking the radius and angle from the norm and argument of the complex number $a+ib$.

`Gate.shift` raises both labels of a gate by one. By `run_shift`, a shifted network leaves orbital $0$ alone and acts on orbitals $1,2,\dots$ as the original acts on $0,1,\dots$. `ladder_cons` then splits a ladder into a shifted shorter ladder, which acts first, and one final rotation on $(0,1)$.

`ladder_gathers` is the induction on $m$, for vectors of any norm. The induction hypothesis gives a ladder that collects the tail $v_1,v_2,\dots$ into a single amplitude $s$, with $s^2$ equal to the tail's sum of squares. After shifting, $s$ sits on orbital $1$. The final rotation takes $(v_0,s)$ to $(r,0)$ with $r\ge0$. The proof checks the result orbital by orbital: on $0$ and $1$, `linear_combination` combines the polar relations to give the two equations displayed above for the gate, and every later orbital is already empty. The sign of $s$ is irrelevant, because the polar angle accommodates either sign; only the last radius has to be nonnegative.

`ladder_to_first` adds the normalisation: $r^2=1$ is factored as $(r-1)(r+1)=0$, and $r\ge0$ rules out $r=-1$. `inv_act` is the cancellation of one gate by its opposite, and `run_inverse` extends it to a network by induction on the list. Applying `run_inverse` to the ladder just found proves `ladder_prepares`.

## Why fewer gates do not suffice

Let the support of $v$ be the set of orbitals with nonzero amplitude. A gate on $p,q$ can change the support only at these two orbitals, which leaves three cases.

1. If $v_p=v_q=0$, both amplitudes remain zero and the support is unchanged.
2. If exactly one of them is zero, only that orbital can be new in the support.
3. If both are nonzero, no orbital is added.

One gate therefore enlarges the support by at most one orbital. The vector $e_0$ has a support of size $1$, so after $\ell$ gates the size is at most $1+\ell$. A target without vanishing amplitudes has a support of size $m+1$, hence $m+1\le 1+\ell$, that is, $\ell\ge m$.

`card_support_act` proves the one-gate statement. Its auxiliary claim `aux` gives this bound whenever at most one orbital $i$ can newly acquire amplitude; in its proof, the new support lies inside the old one with $i$ inserted. The case split on $v_p$ and $v_q$ selects $i$: it is $q$ when $v_p\ne0$, and $p$ otherwise. In `ladder_optimal`, the step `grow` adds up these increments along the list, and `omega` finishes the count.

For $m\ge1$ the hypothesis on the amplitudes matters: $e_0$ itself needs no gate at all, whereas the ladder still has $m$ gates, whose angles may then all be zero.
